# In an additive error model with a nonzero 1,3 term, the isodesmic error of linear alkanes is unbounded

Suppose I describe an alkane by its carbon skeleton alone: a tree on $n \ge 2$ carbons, each with at most four carbon neighbours. An approximate method makes an energy error $a$ per CC bond, $b$ per CH bond and $d$ per 1,3 pair, that is, per pair of carbons bonded to a common carbon. The reaction

$$\text{alkane} + (n-2)\,\mathrm{CH_4} \to (n-1)\,\mathrm{C_2H_6}$$

conserves both bond types, so the bond errors should cancel. I believe that the 1,3 errors survive, and that for $d \neq 0$ they grow without limit along the linear chains. Can this be proved rigorously, with a proof that a machine has checked?

## Bond errors cancel and 1,3 errors remain

Yes. Write $\deg v$ for the number of carbon neighbours of carbon $v$, and $P$ for the number of 1,3 pairs in the alkane.

**Bonds.** A tree on $n$ carbons has $n-1$ CC bonds. Each bond has two ends, so $\sum_v \deg v = 2(n-1)$. Hydrogens fill each carbon up to valence four, which gives

$$\sum_v (4-\deg v) = 4n - 2(n-1) = 2n+2$$

CH bonds. Methane has no CC bond and 4 CH bonds; ethane has 1 and 6. Both types balance:

$$(n-1) + (n-2)\cdot 0 = (n-1)\cdot 1, \qquad (2n+2) + 4(n-2) = 6(n-1).$$

**1,3 pairs.** A carbon $v$ is the centre of $\binom{\deg v}{2}$ pairs. No pair is counted twice: if $x$ and $y$ had two different centres $v$ and $w$, then $x,v,y,w$ would form a ring. Hence $P = \sum_v \binom{\deg v}{2}$.

**Reaction error.** Methane and ethane have no 1,3 pairs. Products minus reactants is therefore

$$(n-1)(a+6b) - \big[(n-1)a + (2n+2)b + Pd\big] - (n-2)\,4b = -d\sum_v \binom{\deg v}{2}.$$

**Chains.** For $n \ge 2$ a chain has two end carbons of degree 1, which contribute nothing, and $n-2$ inner carbons of degree 2, which contribute one pair each. The error is $-(n-2)d$. Given a bound $B$ and $d \ne 0$, choose a natural number $k > B/|d|$; the chain with $k+2$ carbons has an error of magnitude $k|d| > B$.

In this three-parameter model, then, balancing bond types does not by itself keep the reaction error of a large molecule small.

## Molecules as graphs in Lean

The skeleton is a `SimpleGraph V` on a finite type `V` of carbons, and `IsAlkane` says that it is a tree with all degrees at most 4. CC bonds are edges; `chBonds` counts the hydrogens that fill the valences. `pairs13` collects the two-element sets of carbons with a common neighbour, so the binomial sum is a theorem and not part of the definition. `chain n` is the path on `n` carbons, with `chain 1` as methane and `chain 2` as ethane.

`reactionError` fixes the sign as products minus reactants. `reactionError_eq` gives the binomial formula for every alkane, `reactionError_chain` the value for chains with `2 ≤ n`, and `reactionError_unbounded` the growth for `d ≠ 0`. `isodesmic_balance` states the conservation of both bond types.

The additive form of `energyError` is assumed, with the same real constants in every molecule. The constant $d$ stands for what a method gets wrong in the interaction of two carbons attached to the same carbon. Conformation, 1,3 pairs that include a hydrogen, longer-range interactions and any dependence of a bond's error on its surroundings are left out, and no value of $d$ is derived for an actual method.

```lean
import Mathlib

open Finset
open scoped Classical

namespace IsodesmicAlkaneError

noncomputable section

variable {V : Type*} [Fintype V]

/-- A carbon skeleton is an alkane if it is a tree in which every carbon has at most four
carbon neighbours. -/
def IsAlkane (G : SimpleGraph V) : Prop := G.IsTree ∧ ∀ v, G.degree v ≤ 4

/-- The number of CC bonds. -/
def ccBonds (G : SimpleGraph V) : ℕ := G.edgeFinset.card

/-- The number of CH bonds, hydrogens filling each carbon up to valence four. -/
def chBonds (G : SimpleGraph V) : ℕ := ∑ v, (4 - G.degree v)

/-- The 1,3 pairs: sets of two carbons that are bonded to a common carbon. -/
def pairs13 (G : SimpleGraph V) : Finset (Finset V) :=
  univ.filter fun s => s.card = 2 ∧ ∃ v, ∀ u ∈ s, G.Adj v u

/-- The energy error of a molecule: `a` per CC bond, `b` per CH bond, `d` per 1,3 pair. -/
def energyError (a b d : ℝ) (G : SimpleGraph V) : ℝ :=
  a * ccBonds G + b * chBonds G + d * (pairs13 G).card

/-- The linear chain of `n` carbons; `chain 1` is methane and `chain 2` is ethane. -/
def chain (n : ℕ) : SimpleGraph (Fin n) := SimpleGraph.pathGraph n

/-- The error, products minus reactants, of the reaction
alkane + (n - 2) methane → (n - 1) ethane, where `n` is the number of carbons of the alkane. -/
def reactionError (a b d : ℝ) (G : SimpleGraph V) : ℝ :=
  ((Fintype.card V : ℝ) - 1) * energyError a b d (chain 2)
    - energyError a b d G - ((Fintype.card V : ℝ) - 2) * energyError a b d (chain 1)

/-- In a skeleton without rings, the number of 1,3 pairs is the sum of C(deg v, 2) over
the carbons. -/
theorem card_pairs13 {G : SimpleGraph V} (hG : G.IsAcyclic) :
    (pairs13 G).card = ∑ v, (G.degree v).choose 2 := by
  -- sort the pairs by their central carbon
  have hU : pairs13 G = univ.biUnion fun v => (G.neighborFinset v).powersetCard 2 := by
    ext s
    simp only [pairs13, mem_filter, mem_powersetCard, mem_biUnion, mem_univ, true_and]
    constructor
    · rintro ⟨hc, v, hv⟩
      exact ⟨v, fun u hu => (G.mem_neighborFinset v u).2 (hv u hu), hc⟩
    · rintro ⟨v, hv, hc⟩
      exact ⟨hc, v, fun u hu => (G.mem_neighborFinset v u).1 (hv hu)⟩
  rw [hU, card_biUnion]
  · simp only [card_powersetCard, SimpleGraph.card_neighborFinset_eq_degree]
  · intro v _ w _ hvw
    refine Finset.disjoint_left.2 ?_
    intro s hs ht
    have hs' := mem_powersetCard.1 hs
    have ht' := mem_powersetCard.1 ht
    obtain ⟨x, y, hxy, rfl⟩ := card_eq_two.1 hs'.2
    -- two different centres would give two different paths from x to y
    have path : ∀ c (hx : G.Adj c x) (hy : G.Adj c y),
        (SimpleGraph.Walk.cons hx.symm (.cons hy .nil)).IsPath := fun c hx hy => by
      simp [SimpleGraph.Walk.cons_isPath_iff, hxy, hx.ne', hy.ne]
    have h := congrArg (fun r : G.Path x y => r.1.support)
      (@Subsingleton.elim (G.Path x y) (hG.subsingleton_path x y)
      ⟨_, path v ((G.mem_neighborFinset v x).1 (hs'.1 (by simp)))
        ((G.mem_neighborFinset v y).1 (hs'.1 (by simp)))⟩
      ⟨_, path w ((G.mem_neighborFinset w x).1 (ht'.1 (by simp)))
        ((G.mem_neighborFinset w y).1 (ht'.1 (by simp)))⟩)
    exact hvw (by simpa using h)

/-- An alkane with `n` carbons has `n - 1` CC bonds and `2 n + 2` CH bonds. -/
theorem bond_counts {G : SimpleGraph V} (hG : IsAlkane G) :
    ccBonds G + 1 = Fintype.card V ∧ chBonds G = 2 * Fintype.card V + 2 := by
  have h1 : chBonds G + ∑ v, G.degree v = 4 * Fintype.card V := by
    rw [chBonds, ← sum_add_distrib, sum_congr rfl fun v _ => Nat.sub_add_cancel (hG.2 v)]
    simp [mul_comm]
  have h2 : ∑ v, G.degree v = 2 * ccBonds G := G.sum_degrees_eq_twice_card_edges
  have h3 : ccBonds G + 1 = Fintype.card V := hG.1.card_edgeFinset
  exact ⟨h3, by linarith⟩

/-- An alkane with `n ≥ 2` carbons, none of them with more than two carbon neighbours, has
`n - 2` 1,3 pairs. -/
theorem pairs13_unbranched {G : SimpleGraph V} (hG : IsAlkane G) (hn : 2 ≤ Fintype.card V)
    (h2 : ∀ v, G.degree v ≤ 2) : (pairs13 G).card + 2 = Fintype.card V := by
  have : Nontrivial V := Fintype.one_lt_card_iff_nontrivial.1 hn
  have key : ∀ k : ℕ, 0 < k → k ≤ 2 → k.choose 2 + 1 = k := by
    intro k h0 h2
    interval_cases k <;> rfl
  have hs : ∑ v, ((G.degree v).choose 2 + 1) = ∑ v, G.degree v :=
    sum_congr rfl fun v _ =>
      key _ (hG.1.1.preconnected.degree_pos_of_nontrivial v) (h2 v)
  have hd : ∑ v, G.degree v = 2 * ccBonds G := G.sum_degrees_eq_twice_card_edges
  have hc := (bond_counts hG).1
  rw [sum_add_distrib, ← card_pairs13 hG.1.2, sum_const, card_univ, smul_eq_mul,
    mul_one] at hs
  linarith

/-- Every linear chain with at least one carbon is an alkane in which no carbon has more
than two carbon neighbours. -/
theorem chain_isAlkane (n : ℕ) :
    IsAlkane (chain (n + 1)) ∧ ∀ v, (chain (n + 1)).degree v ≤ 2 := by
  have h2 : ∀ v, (chain (n + 1)).degree v ≤ 2 := by
    intro v
    rw [← SimpleGraph.card_neighborFinset_eq_degree,
      ← card_image_of_injective _ Fin.val_injective]
    refine (card_le_card (t := {v.val - 1, v.val + 1}) ?_).trans card_le_two
    intro k hk
    obtain ⟨u, hu, rfl⟩ := mem_image.1 hk
    have h : v.val + 1 = u.val ∨ u.val + 1 = v.val :=
      SimpleGraph.pathGraph_adj.1 ((SimpleGraph.mem_neighborFinset _ _ _).1 hu)
    simp only [mem_insert, mem_singleton]
    omega
  refine ⟨⟨?_, fun v => (h2 v).trans (by norm_num)⟩, h2⟩
  rw [SimpleGraph.isTree_iff_connected_and_card]
  refine ⟨SimpleGraph.pathGraph_connected n, ?_⟩
  -- the bonds are exactly those between carbons i and i + 1
  have hE : (chain (n + 1)).edgeSet =
      Set.range (fun i : Fin n => s(i.castSucc, i.succ)) := by
    ext e
    induction e using Sym2.ind with
    | _ x y =>
      have hx := x.isLt
      have hy := y.isLt
      simp only [SimpleGraph.mem_edgeSet, chain, SimpleGraph.pathGraph_adj, Set.mem_range,
        Sym2.eq_iff]
      constructor
      · rintro (h | h)
        · exact ⟨⟨x.val, by omega⟩, Or.inl ⟨Fin.ext rfl, Fin.ext h⟩⟩
        · exact ⟨⟨y.val, by omega⟩, Or.inr ⟨Fin.ext rfl, Fin.ext h⟩⟩
      · rintro ⟨i, ⟨rfl, rfl⟩ | ⟨rfl, rfl⟩⟩ <;> simp
  rw [hE, Nat.card_range_of_injective]
  · simp
  · intro i j h
    rcases Sym2.eq_iff.1 h with ⟨h1, _⟩ | ⟨h1, h2⟩
    · exact Fin.castSucc_injective n h1
    · have h3 : i.val = j.val + 1 := congrArg Fin.val h1
      have h4 : i.val + 1 = j.val := congrArg Fin.val h2
      omega

/-- The chain of `n + 1` carbons has `n` CC bonds and `2 n + 4` CH bonds. -/
theorem chain_counts (n : ℕ) :
    ccBonds (chain (n + 1)) = n ∧ chBonds (chain (n + 1)) = 2 * n + 4 := by
  obtain ⟨hc, hh⟩ := bond_counts (chain_isAlkane n).1
  rw [Fintype.card_fin] at hc hh
  exact ⟨Nat.add_right_cancel hc, hh.trans (by ring)⟩

/-- The reaction alkane + (n - 2) methane → (n - 1) ethane is isodesmic: it conserves the
number of CC bonds and the number of CH bonds. -/
theorem isodesmic_balance {G : SimpleGraph V} (hG : IsAlkane G) :
    (ccBonds G : ℝ) + ((Fintype.card V : ℝ) - 2) * ccBonds (chain 1)
      = ((Fintype.card V : ℝ) - 1) * ccBonds (chain 2) ∧
    (chBonds G : ℝ) + ((Fintype.card V : ℝ) - 2) * chBonds (chain 1)
      = ((Fintype.card V : ℝ) - 1) * chBonds (chain 2) := by
  have c1 : ccBonds (chain 1) = 0 := (chain_counts 0).1
  have h1 : chBonds (chain 1) = 4 := (chain_counts 0).2
  have c2 : ccBonds (chain 2) = 1 := (chain_counts 1).1
  have h2 : chBonds (chain 2) = 6 := (chain_counts 1).2
  have hc := congrArg (Nat.cast : ℕ → ℝ) (bond_counts hG).1
  have hh := congrArg (Nat.cast : ℕ → ℝ) (bond_counts hG).2
  rw [c1, h1, c2, h2]
  push_cast at hc hh ⊢
  exact ⟨by linear_combination hc, by linear_combination hh⟩

/-- The error of the isodesmic reaction of any alkane is `-d` times the sum of C(deg v, 2)
over its carbons. -/
theorem reactionError_eq (a b d : ℝ) {G : SimpleGraph V} (hG : IsAlkane G) :
    reactionError a b d G = -d * ((∑ v, (G.degree v).choose 2 : ℕ) : ℝ) := by
  -- methane and ethane have no 1,3 pairs
  have p1 : (pairs13 (chain 1)).card = 0 := by
    rw [card_pairs13 (chain_isAlkane 0).1.1.2]
    exact sum_eq_zero fun v _ => Nat.choose_eq_zero_of_lt
      ((((chain 1).degree_lt_card_verts v).trans_le (Fintype.card_fin 1).le).trans
        one_lt_two)
  have p2 : (pairs13 (chain 2)).card = 0 := by
    have h : (pairs13 (chain 2)).card + 2 = 0 + 2 :=
      (pairs13_unbranched (chain_isAlkane 1).1 (Fintype.card_fin 2).ge
        (chain_isAlkane 1).2).trans (Fintype.card_fin 2)
    exact Nat.add_right_cancel h
  -- the bond terms cancel by isodesmic balance
  obtain ⟨hc, hh⟩ := isodesmic_balance hG
  rw [← card_pairs13 hG.1.2]
  simp only [reactionError, energyError, p1, p2, Nat.cast_zero]
  linear_combination -a * hc - b * hh

/-- For the linear chain with `n ≥ 2` carbons the reaction error is `-(n - 2) d`. -/
theorem reactionError_chain (a b d : ℝ) {n : ℕ} (hn : 2 ≤ n) :
    reactionError a b d (chain n) = -((n : ℝ) - 2) * d := by
  obtain ⟨k, rfl⟩ : ∃ k, n = k + 1 := ⟨n - 1, by omega⟩
  obtain ⟨hA, h2⟩ := chain_isAlkane k
  have h := pairs13_unbranched hA (hn.trans (Fintype.card_fin (k + 1)).ge) h2
  rw [Fintype.card_fin] at h
  have h' := congrArg (Nat.cast : ℕ → ℝ) h
  rw [reactionError_eq a b d hA, ← card_pairs13 hA.1.2]
  push_cast at h' ⊢
  linear_combination -d * h'

/-- If the error `d` per 1,3 pair is not zero, the reaction error of linear chains exceeds
every bound in magnitude. -/
theorem reactionError_unbounded (a b : ℝ) {d : ℝ} (hd : d ≠ 0) (B : ℝ) :
    ∃ n, 2 ≤ n ∧ B < |reactionError a b d (chain n)| := by
  obtain ⟨k, hk⟩ := exists_nat_gt (B / |d|)
  refine ⟨k + 2, Nat.le_add_left 2 k, ?_⟩
  have h : -(((k + 2 : ℕ) : ℝ) - 2) * d = -((k : ℝ) * d) := by
    push_cast
    ring
  rw [reactionError_chain a b d (Nat.le_add_left 2 k), h, abs_neg, abs_mul, Nat.abs_cast]
  exact (div_lt_iff₀ (abs_pos.2 hd)).1 hk

end

end IsodesmicAlkaneError
```

```lean
#print axioms IsodesmicAlkaneError.reactionError_unbounded
```

```
'IsodesmicAlkaneError.reactionError_unbounded' depends on axioms: [propext, Classical.choice, Quot.sound]
```

## From unique paths to the growing error

`card_pairs13` first writes the set of 1,3 pairs as a union, over the centres `v`, of the two-element subsets of the neighbours of `v`. `card_biUnion` turns its size into a sum once these families are disjoint. For disjointness, a pair shared by `v` and `w` would give the paths $x,v,y$ and $x,w,y$. Paths between two given vertices of an acyclic graph are unique, so comparing the vertices along them forces `v = w`. This is the ring argument above.

`bond_counts` combines the degree sum with the edge count of a tree. `pairs13_unbranched` handles chains without singling out their ends: for degrees 1 and 2 one has $\binom{\deg v}{2} + 1 = \deg v$, and summing gives $P + n = 2(n-1)$. Degree 0 is excluded because a connected graph on at least two vertices has no isolated vertex.

`chain_isAlkane` shows that the neighbours of carbon $i$ lie among $i-1$ and $i+1$, and that a chain of $n+1$ carbons has exactly $n$ bonds. Being connected, it is a tree. `chain_counts` then supplies the bonds of methane and ethane for `isodesmic_balance`.

In `reactionError_eq`, the final `linear_combination` uses the CC balance multiplied by $a$ and the CH balance multiplied by $b$, which removes both bond terms. The chain formula follows by inserting $P = n-2$, and `exists_nat_gt` supplies the $k$ for the unboundedness.

## A ring that breaks the count, and a bound for branched alkanes

Without the hypothesis that the skeleton has no rings, the pair formula fails for cyclobutane. Its four carbons have degree 2, so the binomial sum is 4, but there are only two 1,3 pairs: each diagonal pair has two centres.

The same counting also gives a bound for branched alkanes, which I state here by hand only. For $\deg v \ge 1$ one has $\binom{\deg v}{2} \ge \deg v - 1$, so every alkane with $n \ge 2$ carbons has at least $n-2$ pairs and an error of magnitude at least $(n-2)|d|$. Neopentane, for example, has 6 pairs, against 3 in linear pentane.
